# For finite Hermitian $H_0$, the lowest eigenvalue of $H_0 + c\,vv^H$ is concave, nondecreasing and Lipschitz in the real coupling $c$

Take two basis states, $H_0=\mathrm{diag}(0,\Delta)$ with $\Delta>0$, and $v=(1,0)$. Then $H_0+c\,vv^H=\mathrm{diag}(c,\Delta)$, and its lowest eigenvalue is $E(c)=\min(c,\Delta)$. It rises with slope $1=\|v\|^2$ until $c=\Delta$, then stays flat.

For a fixed unit vector $x$, the energy $\Delta|x_2|^2+c|x_1|^2$ is a straight line in $c$, with slope between 0 and 1. $E$ is the lower envelope of these lines. The problems below carry this picture to any finite dimension.

## The Hamiltonian and its lowest level

The finite type `n` labels an orthonormal basis, and vectors have complex coefficients.

```lean
import Mathlib

open Matrix
open scoped ComplexOrder ComplexConjugate

namespace SeparableGroundEnergy

noncomputable section

variable {n : Type*} [Fintype n] [DecidableEq n]
```

A real number $e$ is an energy level of $A$ if $Ax=ex$ for some nonzero $x$.

```lean
/-- The real energy levels of a matrix: numbers `e` with `A x = e x` for some nonzero `x`. -/
def energyLevels (A : Matrix n n ℂ) : Set ℝ :=
  {e | ∃ x : n → ℂ, x ≠ 0 ∧ A *ᵥ x = (e : ℂ) • x}
```

The lowest eigenvalue is defined as the infimum of the levels; part (e) shows that it is itself a level when $A$ is Hermitian and the basis is nonempty.

```lean
/-- The lowest eigenvalue, as the infimum of the energy levels. -/
def lowestEigenvalue (A : Matrix n n ℂ) : ℝ := sInf (energyLevels A)
```

Write $\langle x,y\rangle=\sum_i \bar x_i y_i$, in Lean `star x ⬝ᵥ y`, and $\|x\|^2=\sum_i|x_i|^2$.

```lean
/-- The squared norm of a coefficient vector. -/
def sqNorm (x : n → ℂ) : ℝ := ∑ i, ‖x i‖ ^ 2
```

Vectors are not normalised, so for nonzero $x$ the physical expectation value is `expect A x` divided by `sqNorm x`.

```lean
/-- The expectation value `⟨x, A x⟩` (real part), without normalisation. -/
def expect (A : Matrix n n ℂ) (x : n → ℂ) : ℝ := (star x ⬝ᵥ A *ᵥ x).re
```

The Hamiltonian is $H(c)=H_0+c\,vv^H$, and $E(c)$ denotes its lowest eigenvalue. Every statement about $E(c)$ below takes $H_0$ to be Hermitian. The real number $c$ is the strength of the term with the single projector $v$, repulsive for $c>0$ and attractive for $c<0$.

```lean
/-- The separable Hamiltonian `H0 + c v v^H` with one projector `v` and coupling `c`. -/
def separableH (H0 : Matrix n n ℂ) (v : n → ℂ) (c : ℝ) : Matrix n n ℂ :=
  H0 + (c : ℂ) • vecMulVec v (star v)
```

With one projector, an orthonormal basis and fixed $H_0$ and $v$, the result bounds how far a change in the strength of a separable pseudopotential term can move the lowest one-electron level. Other projector terms may be included in $H_0$ at fixed strength. Varying several strengths at once, varying one strength shared by several projectors (such as the $2l+1$ projectors of a channel with angular momentum $l>0$), the overlap matrix of ultrasoft and PAW methods, and self-consistency are not treated.

## (a) The squared norm as an inner product

**Task.** Show that $\langle x,x\rangle=\|x\|^2$.

**Solution.** Each term is $\bar x_i x_i=|x_i|^2$.

```lean
omit [DecidableEq n] in
private lemma star_dot_self (x : n → ℂ) : star x ⬝ᵥ x = ((sqNorm x : ℝ) : ℂ) := by
  simp [dotProduct, sqNorm, Complex.conj_mul']
```

## (b) Nonzero vectors have positive norm

**Task.** Show that $\|x\|^2>0$ if $x\neq0$.

**Solution.** Some $x_i\ne0$ contributes a positive term, and no term is negative.

```lean
omit [DecidableEq n] in
private lemma sqNorm_pos {x : n → ℂ} (hx : x ≠ 0) : 0 < sqNorm x := by
  obtain ⟨i, hi⟩ := Function.ne_iff.1 hx
  exact Finset.sum_pos' (fun _ _ => by positivity)
    ⟨i, Finset.mem_univ i, pow_pos (norm_pos_iff.2 hi) 2⟩
```

## (c) Eigenvectors of a Hermitian matrix

**Task.** Show that each eigenvalue in the spectral decomposition of a Hermitian $A$ has a nonzero eigenvector.

**Solution.** The spectral theorem supplies an orthonormal eigenbasis, whose members have norm one. Lean takes the $i$-th member of Mathlib's `eigenvectorBasis`.

```lean
private lemma exists_eigenvector {A : Matrix n n ℂ} (hA : A.IsHermitian) (i : n) :
    ∃ x : n → ℂ, x ≠ 0 ∧ A *ᵥ x = (hA.eigenvalues i : ℂ) • x := by
  refine ⟨(hA.eigenvectorBasis i).ofLp, fun h => ?_, ?_⟩
  · apply hA.eigenvectorBasis.orthonormal.ne_zero i
    ext j
    exact congrFun h j
  · rw [hA.mulVec_eigenvectorBasis i]
    ext j
    simp
```

## (d) Finitely many levels

**Task.** Show that a matrix has finitely many real energy levels.

**Solution.** Eigenvectors for distinct eigenvalues are linearly independent, so there are at most as many eigenvalues as basis states. The real levels are among them. Lean uses Mathlib's finiteness theorem for complex eigenvalues and restricts it to the reals.

```lean
private lemma finite_levels (A : Matrix n n ℂ) : (energyLevels A).Finite := by
  have hf := Module.End.finite_hasEigenvalue (Matrix.toLin' A)
  refine (hf.preimage Complex.ofReal_injective.injOn).subset ?_
  rintro e ⟨x, hx, hAx⟩
  exact Module.End.hasEigenvalue_of_hasEigenvector
    ⟨Module.End.mem_eigenspace_iff.2 (by rw [Matrix.toLin'_apply, hAx]), hx⟩
```

## (e) The infimum is a level

**Task.** For Hermitian $A$ on a nonempty basis, show that the lowest eigenvalue is attained.

**Solution.** By (c) the set of levels is nonempty, and by (d) it is finite. Such a set of reals contains its infimum.

```lean
/-- On a nonempty basis, a Hermitian matrix has a smallest energy level, and `lowestEigenvalue` is
that level. -/
theorem lowestEigenvalue_isLeast [Nonempty n] {A : Matrix n n ℂ} (hA : A.IsHermitian) :
    IsLeast (energyLevels A) (lowestEigenvalue A) := by
  have hne : (energyLevels A).Nonempty :=
    ⟨_, exists_eigenvector hA (Classical.arbitrary n)⟩
  exact ⟨hne.csInf_mem (finite_levels A), fun _ he => csInf_le (finite_levels A).bddBelow he⟩
```

## (f) The variational principle

**Task.** For Hermitian $A$ with lowest eigenvalue $E_A$, show that $E_A\|x\|^2\le\langle x,Ax\rangle$.

**Solution.** Let $B=A-E_A\mathbb 1$, which is Hermitian. If $By=\mu y$ with $y\ne0$, then $Ay=(\mu+E_A)y$. So $\mu+E_A$ is a level of $A$, hence at least $E_A$, and $\mu\ge0$. Expanding $x$ in orthonormal eigenvectors $y_k$ of $B$ gives
$$\langle x,Ax\rangle-E_A\|x\|^2=\langle x,Bx\rangle=\sum_k\mu_k|\langle y_k,x\rangle|^2\ge0.$$
Lean obtains the last inequality from `posSemidef_iff_eigenvalues_nonneg`, then takes real parts.

```lean
/-- Variational principle for a Hermitian matrix: the unnormalised expectation value in any trial
vector is at least the lowest eigenvalue times the squared norm of the vector. -/
theorem variational {A : Matrix n n ℂ} (hA : A.IsHermitian) (x : n → ℂ) :
    lowestEigenvalue A * sqNorm x ≤ expect A x := by
  have hB : (A - (lowestEigenvalue A : ℂ) • (1 : Matrix n n ℂ)).IsHermitian := by
    refine hA.sub (Matrix.IsHermitian.ext fun i j => ?_)
    rcases eq_or_ne i j with rfl | h
    · simp
    · simp [h, h.symm]
  -- the shifted matrix has no negative eigenvalue
  have hP := hB.posSemidef_iff_eigenvalues_nonneg.2 (by
    intro i
    obtain ⟨y, hy, hBy⟩ := exists_eigenvector hB i
    rw [Matrix.sub_mulVec, Matrix.smul_mulVec, Matrix.one_mulVec] at hBy
    have hmem : hB.eigenvalues i + lowestEigenvalue A ∈ energyLevels A :=
      ⟨y, hy, by rw [Complex.ofReal_add, add_smul, ← hBy, sub_add_cancel]⟩
    have hle : lowestEigenvalue A ≤ hB.eigenvalues i + lowestEigenvalue A :=
      csInf_le (finite_levels A).bddBelow hmem
    show (0 : ℝ) ≤ hB.eigenvalues i
    linarith)
  have h := (Complex.le_def.1 (hP.dotProduct_mulVec_nonneg x)).1
  rw [Matrix.sub_mulVec, Matrix.smul_mulVec, Matrix.one_mulVec, dotProduct_sub,
    dotProduct_smul, star_dot_self, smul_eq_mul, ← Complex.ofReal_mul, Complex.sub_re,
    Complex.ofReal_re, Complex.zero_re] at h
  unfold expect
  linarith
```

## (g) The energy of a fixed vector is affine in $c$

**Task.** Show that $\langle x,H(c)x\rangle=\langle x,H_0x\rangle+c|\langle v,x\rangle|^2$, with real parts taken as in `expect`.

**Solution.** Since $(vv^H)x=\langle v,x\rangle v$, the added term is $c\langle v,x\rangle\langle x,v\rangle$. The two factors are complex conjugates, so their product is $|\langle v,x\rangle|^2$. In the proof, `h1` is the first identity and `h2` the conjugation.

```lean
omit [DecidableEq n] in
/-- The separable term adds `c |⟨v, x⟩|²` to the expectation value. -/
theorem expect_separableH (H0 : Matrix n n ℂ) (v x : n → ℂ) (c : ℝ) :
    expect (separableH H0 v c) x = expect H0 x + c * ‖star v ⬝ᵥ x‖ ^ 2 := by
  have h1 : vecMulVec v (star v) *ᵥ x = (star v ⬝ᵥ x) • v := by
    ext i
    simp only [Matrix.mulVec, dotProduct, vecMulVec_apply, Pi.smul_apply, smul_eq_mul,
      Finset.sum_mul]
    exact Finset.sum_congr rfl fun j _ => by ring
  have h2 : star x ⬝ᵥ v = conj (star v ⬝ᵥ x) := by
    simp [dotProduct, map_sum, mul_comm]
  unfold expect separableH
  rw [Matrix.add_mulVec, Matrix.smul_mulVec, h1, dotProduct_add, dotProduct_smul,
    dotProduct_smul, h2, smul_eq_mul, smul_eq_mul, Complex.mul_conj, ← Complex.ofReal_mul,
    Complex.add_re, Complex.ofReal_re, Complex.normSq_eq_norm_sq]
```

## (h) Cauchy–Schwarz for the overlap

**Task.** Show that $|\langle v,x\rangle|^2\le\|v\|^2\|x\|^2$.

**Solution.** The triangle inequality gives $|\langle v,x\rangle|\le\sum_i|v_i||x_i|$. Square this and apply the real Cauchy–Schwarz inequality.

```lean
omit [DecidableEq n] in
private lemma overlap_le (v x : n → ℂ) : ‖star v ⬝ᵥ x‖ ^ 2 ≤ sqNorm v * sqNorm x := by
  have h : ‖star v ⬝ᵥ x‖ ≤ ∑ i, ‖v i‖ * ‖x i‖ := by
    refine (norm_sum_le _ _).trans (le_of_eq (Finset.sum_congr rfl fun i _ => ?_))
    rw [norm_mul, Pi.star_apply, norm_star]
  exact (pow_le_pow_left₀ (norm_nonneg _) h 2).trans
    (Finset.sum_mul_sq_le_sq_mul_sq _ _ _)
```

## (i) The separable Hamiltonian is Hermitian

**Task.** Show that $H(c)$ is Hermitian if $H_0$ is.

**Solution.** The $(i,j)$ entry of $c\,vv^H$ is $c\,v_i\bar v_j$. The conjugate of the $(j,i)$ entry is $c\,\bar v_jv_i$, the same number, because $c$ is real.

The conjugate on the second factor is easily lost when the matrix is written down. Without it, $v=(1,\mathrm i)$, with $\mathrm i$ the imaginary unit, gives off-diagonal entries of $vv^T$ both equal to $\mathrm i$, and the matrix is not Hermitian. Hence `vecMulVec v (star v)`, not `vecMulVec v v`.

```lean
omit [Fintype n] [DecidableEq n] in
private lemma separableH_hermitian {H0 : Matrix n n ℂ} (h : H0.IsHermitian) (v : n → ℂ)
    (c : ℝ) : (separableH H0 v c).IsHermitian :=
  h.add (Matrix.IsHermitian.ext fun i j => by
    simp [vecMulVec_apply, mul_comm, mul_left_comm]
    ring)
```

## (j) A ground vector at each coupling

**Task.** On a nonempty basis, find $x\neq0$ with $E(c)\|x\|^2=\langle x,H_0x\rangle+c|\langle v,x\rangle|^2$.

**Solution.** By (e) and (i) there is a nonzero $x$ with $H(c)x=E(c)x$. Take the inner product with $x$ and use (g).

```lean
private lemma exists_ground [Nonempty n] {H0 : Matrix n n ℂ} (h : H0.IsHermitian)
    (v : n → ℂ) (c : ℝ) : ∃ x : n → ℂ, 0 < sqNorm x ∧
      lowestEigenvalue (separableH H0 v c) * sqNorm x
        = expect H0 x + c * ‖star v ⬝ᵥ x‖ ^ 2 := by
  obtain ⟨x, hx, hAx⟩ := (lowestEigenvalue_isLeast (separableH_hermitian h v c)).1
  refine ⟨x, sqNorm_pos hx, ?_⟩
  rw [← expect_separableH, expect, hAx, dotProduct_smul, star_dot_self, smul_eq_mul,
    ← Complex.ofReal_mul, Complex.ofReal_re]
```

## (k) The bound from any trial vector

**Task.** Show that $E(c)\|x\|^2\le\langle x,H_0x\rangle+c|\langle v,x\rangle|^2$ for every $x$.

**Solution.** Apply (f) to $H(c)$ and rewrite the right side by (g).

```lean
private lemma trial {H0 : Matrix n n ℂ} (h : H0.IsHermitian) (v x : n → ℂ) (c : ℝ) :
    lowestEigenvalue (separableH H0 v c) * sqNorm x
      ≤ expect H0 x + c * ‖star v ⬝ᵥ x‖ ^ 2 :=
  (variational (separableH_hermitian h v c) x).trans_eq (expect_separableH H0 v x c)
```

## (l) Bounds on the increment

**Task.** For $c\le d$, show that $E(c)\le E(d)\le E(c)+(d-c)\|v\|^2$.

**Solution.** Let $x$ be a ground vector at $d$, and use it as a trial vector at $c$:
$$E(c)\|x\|^2\le\langle x,H_0x\rangle+c|\langle v,x\rangle|^2\le\langle x,H_0x\rangle+d|\langle v,x\rangle|^2=E(d)\|x\|^2.$$
Now let $x$ be a ground vector at $c$, and use it at $d$:
$$E(d)\|x\|^2\le E(c)\|x\|^2+(d-c)|\langle v,x\rangle|^2\le\bigl(E(c)+(d-c)\|v\|^2\bigr)\|x\|^2,$$
by (h). Divide each by $\|x\|^2>0$; in Lean this is `le_of_mul_le_mul_right`.

```lean
/-- For Hermitian `H0`, raising the coupling from `c` to `d` raises the lowest eigenvalue of `H0 + c
v v^H` by an amount between zero and `(d - c) ‖v‖²`. -/
theorem increment_bounds [Nonempty n] {H0 : Matrix n n ℂ} (h : H0.IsHermitian) (v : n → ℂ)
    {c d : ℝ} (hcd : c ≤ d) :
    lowestEigenvalue (separableH H0 v c) ≤ lowestEigenvalue (separableH H0 v d) ∧
    lowestEigenvalue (separableH H0 v d)
      ≤ lowestEigenvalue (separableH H0 v c) + (d - c) * sqNorm v := by
  constructor
  · -- the ground vector at `d` is a trial vector at `c`
    obtain ⟨x, hx, hE⟩ := exists_ground h v d
    have ht := trial h v x c
    have hp := mul_le_mul_of_nonneg_right hcd (sq_nonneg ‖star v ⬝ᵥ x‖)
    exact le_of_mul_le_mul_right (by linarith) hx
  · -- the ground vector at `c` is a trial vector at `d`
    obtain ⟨x, hx, hE⟩ := exists_ground h v c
    have ht := trial h v x d
    have hp := mul_le_mul_of_nonneg_left (overlap_le v x) (sub_nonneg.2 hcd)
    exact le_of_mul_le_mul_right (by nlinarith) hx
```

## (m) Concavity, monotonicity and the Lipschitz bound

**Task.** Show that $E$ is concave and nondecreasing on the real line, and that $|E(c)-E(d)|\le|c-d|\,\|v\|^2$.

**Solution.** Monotonicity is the first half of (l). For the Lipschitz bound, treat $c\le d$ and $d\le c$ separately and apply (l) in each case.

For concavity, let $a,b\ge0$ with $a+b=1$, and let $x$ be a ground vector at $ac+bd$. Adding $a$ times (k) at $c$ to $b$ times (k) at $d$ gives
$$\bigl(aE(c)+bE(d)\bigr)\|x\|^2\le\langle x,H_0x\rangle+(ac+bd)|\langle v,x\rangle|^2=E(ac+bd)\|x\|^2.$$
Divide by $\|x\|^2$. `ConcaveOn ℝ Set.univ` is this inequality for all real $c,d$.

If $E(c)$ were defined as the infimum of $\langle x,H(c)x\rangle$ over unit vectors, concavity would be immediate, as for any finite infimum of affine functions. The work would move to showing that this infimum is an eigenvalue.

```lean
/-- For Hermitian `H0`, the lowest eigenvalue of `H0 + c v v^H` is concave and nondecreasing in the
real coupling `c`, and changes by at most `|c - d| ‖v‖²` between couplings `c` and `d`. -/
theorem groundEnergy_concave_monotone_lipschitz [Nonempty n] {H0 : Matrix n n ℂ}
    (h : H0.IsHermitian) (v : n → ℂ) :
    ConcaveOn ℝ Set.univ (fun c => lowestEigenvalue (separableH H0 v c)) ∧
    Monotone (fun c => lowestEigenvalue (separableH H0 v c)) ∧
    ∀ c d : ℝ, |lowestEigenvalue (separableH H0 v c) - lowestEigenvalue (separableH H0 v d)|
      ≤ |c - d| * sqNorm v := by
  refine ⟨⟨convex_univ, ?_⟩, fun c d hcd => (increment_bounds h v hcd).1, fun c d => ?_⟩
  · intro c _ d _ a b ha hb hab
    simp only [smul_eq_mul]
    -- use the ground vector at the mixed coupling for both end points
    obtain ⟨x, hx, hE⟩ := exists_ground h v (a * c + b * d)
    have h1 := mul_le_mul_of_nonneg_left (trial h v x c) ha
    have h2 := mul_le_mul_of_nonneg_left (trial h v x d) hb
    have h3 : a * expect H0 x + b * expect H0 x = expect H0 x := by
      rw [← add_mul, hab, one_mul]
    exact le_of_mul_le_mul_right (by nlinarith) hx
  · rcases le_total c d with hcd | hcd
    · obtain ⟨h1, h2⟩ := increment_bounds h v hcd
      rw [abs_of_nonpos (by linarith), abs_of_nonpos (by linarith)]
      linarith
    · obtain ⟨h1, h2⟩ := increment_bounds h v hcd
      rw [abs_of_nonneg (by linarith), abs_of_nonneg (by linarith)]
      linarith
```

## (n) A ceiling from orthogonal vectors

**Task.** If $\langle v,x\rangle=0$, show that $E(c)\|x\|^2\le\langle x,H_0x\rangle$ for every $c$.

**Solution.** The coupling term in (k) vanishes. For $x\ne0$ this reads $E(c)\le\langle x,H_0x\rangle/\|x\|^2$, so no repulsion, however strong, lifts the lowest level above that value. In the opening example, $x=(0,1)$ gives the ceiling $\Delta$.

```lean
/-- For Hermitian `H0` and a vector `x` orthogonal to `v`, the lowest eigenvalue of `H0 + c v v^H`
times the squared norm of `x` is at most the unnormalised expectation value of `H0` in `x`, at every
real coupling `c`. -/
theorem orthogonal_ceiling {H0 : Matrix n n ℂ} (h : H0.IsHermitian) (v x : n → ℂ)
    (hvx : star v ⬝ᵥ x = 0) (c : ℝ) :
    lowestEigenvalue (separableH H0 v c) * sqNorm x ≤ expect H0 x := by
  simpa [hvx] using trial h v x c
```

## (o) The exact energy for an attractive ground-state projector

**Task.** For Hermitian $H_0$ with $H_0v=E(0)v$, and $c\le0$, show that $E(c)=E(0)+c\|v\|^2$.

**Solution.** Part (l) for the pair $c\le0$ gives $E(0)\le E(c)-c\|v\|^2$, which is the lower bound. If $v\neq0$, use $v$ itself in (k):
$$E(c)\|v\|^2\le E(0)\|v\|^2+c\|v\|^4,$$
and divide by $\|v\|^2$. If $v=0$, both sides of the claim equal $E(0)$.

For two couplings $c,d\le0$, the Lipschitz bound is then an equality. The formula need not extend to $c>0$: in the opening example it fails once $c>\Delta$.

```lean
/-- If `H0 v = E(0) v` with `E(0)` the lowest eigenvalue of `H0`, then for every `c ≤ 0` the
lowest eigenvalue of `H0 + c v v^H` is exactly `E(0) + c ‖v‖²`. -/
theorem attractive_exact [Nonempty n] {H0 : Matrix n n ℂ} (h : H0.IsHermitian) (v : n → ℂ)
    (hv : H0 *ᵥ v = (lowestEigenvalue H0 : ℂ) • v) {c : ℝ} (hc : c ≤ 0) :
    lowestEigenvalue (separableH H0 v c) = lowestEigenvalue H0 + c * sqNorm v := by
  have h0 : separableH H0 v 0 = H0 := by simp [separableH]
  have hlow := (increment_bounds h v hc).2
  rw [h0] at hlow
  refine le_antisymm ?_ (by linarith)
  by_cases hz : v = 0
  · have hs : sqNorm v = 0 := by simp [hz, sqNorm]
    have hup := (increment_bounds h v hc).1
    rw [h0] at hup
    rw [hs]
    linarith
  · -- the projector itself is the optimal trial vector
    have ht := trial h v v c
    have he : expect H0 v = lowestEigenvalue H0 * sqNorm v := by
      rw [expect, hv, dotProduct_smul, star_dot_self, smul_eq_mul, ← Complex.ofReal_mul,
        Complex.ofReal_re]
    rw [he, star_dot_self, Complex.norm_real, Real.norm_eq_abs, sq_abs] at ht
    exact le_of_mul_le_mul_right (by linarith) (sqNorm_pos hz)

end

end SeparableGroundEnergy
```

```lean
#print axioms SeparableGroundEnergy.groundEnergy_concave_monotone_lipschitz
#print axioms SeparableGroundEnergy.orthogonal_ceiling
#print axioms SeparableGroundEnergy.attractive_exact
```

```
'SeparableGroundEnergy.groundEnergy_concave_monotone_lipschitz' depends on axioms: [propext, Classical.choice, Quot.sound]
'SeparableGroundEnergy.orthogonal_ceiling' depends on axioms: [propext, Classical.choice, Quot.sound]
'SeparableGroundEnergy.attractive_exact' depends on axioms: [propext, Classical.choice, Quot.sound]
```
